# At real energies, p multipole terms about 3im/2 replace n unit poles between im and 2im to within n/(m·3^p), for m > 0

In a pole expansion of the Fermi function, the finite-temperature density matrix of non-interacting electrons is assembled from resolvents, with one matrix inverse for each pole. A multipole scheme lowers that count: it sorts the poles into groups and replaces each group by a short polynomial in a single inverse, taken at the centre of the group. The number of terms $p$ kept in the polynomial has to be chosen, and for finitely many poles on the positive imaginary axis the bounds below say what a given $p$ achieves.

```lean
import Mathlib

open Complex Finset

namespace MultipolePoleExpansion

noncomputable section
```

## Poles, moments and the truncated expansion

Let $x$ be a real energy, and let a finite set $s$ of labels $j$ carry poles at $iy_j$ with complex weights $w_j$. The quantity to be approximated is

$$P(x)=\sum_{j\in s}\frac{w_j}{x-iy_j}.$$

In Lean, `s` is a `Finset`, and `w` and `y` are functions on the labels, so two labels may carry the same pole. The positions `y j` are real, which places every pole on the imaginary axis. Rational approximations whose poles have non-zero real parts are not covered.

```lean
/-- The weighted sum of simple poles `w j / (x - i y j)` at real energy `x`, for `x - i y j`
nonzero. -/
def poleSum {ι : Type*} (s : Finset ι) (w : ι → ℂ) (y : ι → ℝ) (x : ℝ) : ℂ :=
  ∑ j ∈ s, w j / ((x : ℂ) - I * (y j : ℂ))
```

The group enters the expansion about $ic$ only through its moments

$$M_k=\sum_{j\in s} w_j\,\bigl(i(y_j-c)\bigr)^k .$$

The zeroth moment is the total weight, also when a pole sits exactly at the centre, since $0^0=1$ in Lean.

```lean
/-- The `k`-th multipole moment of the weighted poles about the centre `i c`. -/
def moment {ι : Type*} (s : Finset ι) (w : ι → ℂ) (y : ι → ℝ) (c : ℝ) (k : ℕ) : ℂ :=
  ∑ j ∈ s, w j * (I * ((y j : ℂ) - (c : ℂ))) ^ k
```

Keeping $p$ terms gives the multipole sum

$$\sum_{k=0}^{p-1}\frac{M_k}{(x-ic)^{k+1}} .$$

The index set `range p` is $\{0,\dots,p-1\}$, so $p=0$ means that the group is left out altogether.

```lean
/-- The multipole expansion of a group of poles about `i c`, cut off after `p` terms, for
`x - i c` nonzero. -/
def multipoleSum {ι : Type*} (s : Finset ι) (w : ι → ℂ) (y : ι → ℝ) (c : ℝ) (p : ℕ)
    (x : ℝ) : ℂ :=
  ∑ k ∈ range p, moment s w y c k / ((x : ℂ) - I * (c : ℂ)) ^ (k + 1)
```

For a single pole $iy$ of unit weight, the same expansion reads

$$E_p(x;y)=\sum_{k=0}^{p-1}\frac{(i(y-c))^k}{(x-ic)^{k+1}} .$$

```lean
/-- The expansion of the single pole `1 / (x - i y)` about `i c`, cut off after `p` terms, for
`x - i c` nonzero. -/
def poleExpansion (c y : ℝ) (p : ℕ) (x : ℝ) : ℂ :=
  ∑ k ∈ range p, (I * ((y : ℂ) - (c : ℂ))) ^ k / ((x : ℂ) - I * (c : ℂ)) ^ (k + 1)
```

The application uses the fermionic Matsubara frequencies $(2l-1)\pi$, with energies measured in units of $k_BT$. The first positive one has $l=1$.

```lean
/-- The fermionic Matsubara frequency `(2 l - 1) π`, in units of the temperature. -/
def matsubara (l : ℕ) : ℝ := (2 * (l : ℝ) - 1) * Real.pi
```

## The exact remainder for one pole

Write $u=x-ic$ and $v=i(y-c)$, so that $u-v=x-iy$. The expansion is a geometric series in $v/u$, and its remainder is known in closed form:

$$\frac1{u-v}-\sum_{k=0}^{p-1}\frac{v^k}{u^{k+1}}=\frac{(v/u)^p}{u-v}.$$

For $p=0$ both sides are $1/(u-v)$. Going from $p$ to $p+1$ subtracts one more term from the remainder:

$$\frac{v^p}{u^p(u-v)}-\frac{v^p}{u^{p+1}}=\frac{v^p\,[u-(u-v)]}{u^{p+1}(u-v)}=\frac{v^{p+1}}{u^{p+1}(u-v)}.$$

The Lean proof is this induction. It brings the two fractions to a common denominator, cross-multiplies and leaves the polynomial identity to `ring`. The identity holds for all complex $u$ and $v$ with $u\neq0$ and $u\neq v$, whether or not the infinite series converges.

```lean
/-- Exact remainder of the expansion of `1 / (u - v)` in powers of `v / u`, for `u` and `u - v`
nonzero. -/
theorem pole_remainder (u v : ℂ) (hu : u ≠ 0) (huv : u - v ≠ 0) (p : ℕ) :
    1 / (u - v) - ∑ k ∈ range p, v ^ k / u ^ (k + 1) = (v / u) ^ p / (u - v) := by
  induction p with
  | zero => simp
  | succ p ih =>
    rw [sum_range_succ, ← sub_sub, ih, div_pow, div_pow, div_div, div_div,
      div_sub_div _ _ (mul_ne_zero (pow_ne_zero _ hu) huv) (pow_ne_zero _ hu),
      div_eq_div_iff (mul_ne_zero (mul_ne_zero (pow_ne_zero _ hu) huv) (pow_ne_zero _ hu))
        (mul_ne_zero (pow_ne_zero _ hu) huv)]
    ring
```

## How far a real energy is from a pole

The imaginary part of $x-iy$ is $-y$, and no complex number is smaller in modulus than its imaginary part. Hence $|x-iy|\ge|y|\ge y$. This is where the reality of $x$ enters.

```lean
/-- A real energy `x` lies at distance at least `y` from the pole `i y`. -/
theorem le_norm_sub_pole (x y : ℝ) : y ≤ ‖(x : ℂ) - I * (y : ℂ)‖ := by
  have him : ((x : ℂ) - I * (y : ℂ)).im = -y := by simp
  calc y ≤ |y| := le_abs_self y
    _ = |((x : ℂ) - I * (y : ℂ)).im| := by rw [him, abs_neg]
    _ ≤ _ := Complex.abs_im_le_norm _
```

## The error for one pole

Let $0<a\le y\le b$ and $c=(a+b)/2$. The pole lies at most half an interval from the centre, so $|v|\le(b-a)/2$. The distance bound, applied to the centre and to the pole, gives $|u|\ge(a+b)/2$ and $|u-v|\ge a$. Therefore

$$\left|\frac1{x-iy}-E_p(x;y)\right|=\frac{|v/u|^p}{|u-v|}\le\frac1a\left(\frac{b-a}{b+a}\right)^p .$$

In the proof, `hV`, `hU` and `hN` are these three estimates, `hq` combines the first two into the bound on $|v/u|$, and `key` is the exact remainder.

```lean
/-- For one pole `i y` with `y` in `[a, b]`, `a > 0`, the expansion about the midpoint `i c` has an
error of at most `((b - a) / (b + a)) ^ p / a` at every real energy. -/
theorem single_pole_error {a b c y : ℝ} (ha : 0 < a) (hc : c = (a + b) / 2)
    (hay : a ≤ y) (hyb : y ≤ b) (p : ℕ) (x : ℝ) :
    ‖1 / ((x : ℂ) - I * (y : ℂ)) - poleExpansion c y p x‖
      ≤ 1 / a * ((b - a) / (b + a)) ^ p := by
  have hN : a ≤ ‖(x : ℂ) - I * (y : ℂ)‖ := hay.trans (le_norm_sub_pole x y)
  have hU : (a + b) / 2 ≤ ‖(x : ℂ) - I * (c : ℂ)‖ := hc ▸ le_norm_sub_pole x c
  have hUpos : 0 < ‖(x : ℂ) - I * (c : ℂ)‖ := by linarith
  have hV : ‖I * ((y : ℂ) - (c : ℂ))‖ ≤ (b - a) / 2 := by
    rw [norm_mul, Complex.norm_I, one_mul, ← Complex.ofReal_sub, Complex.norm_real,
      Real.norm_eq_abs, abs_le]
    constructor <;> linarith
  have hsub : ((x : ℂ) - I * (c : ℂ)) - I * ((y : ℂ) - (c : ℂ)) = (x : ℂ) - I * (y : ℂ) := by
    ring
  have key := pole_remainder ((x : ℂ) - I * (c : ℂ)) (I * ((y : ℂ) - (c : ℂ)))
    (norm_pos_iff.1 hUpos) (by rw [hsub]; exact norm_pos_iff.1 (ha.trans_le hN)) p
  rw [hsub] at key
  -- the expansion parameter is at most (b - a) / (b + a)
  have hq : ‖I * ((y : ℂ) - (c : ℂ))‖ / ‖(x : ℂ) - I * (c : ℂ)‖ ≤ (b - a) / (b + a) := by
    rw [div_le_div_iff₀ hUpos (by linarith)]
    nlinarith [mul_le_mul_of_nonneg_right hV (by linarith : 0 ≤ b + a),
      mul_le_mul_of_nonneg_left hU (by linarith : 0 ≤ b - a)]
  have hr : 0 ≤ (b - a) / (b + a) := div_nonneg (by linarith) (by linarith)
  rw [poleExpansion, key, norm_div, norm_pow, norm_div]
  calc _ ≤ ((b - a) / (b + a)) ^ p / a :=
        div_le_div₀ (pow_nonneg hr p) (pow_le_pow_left₀ (by positivity) hq p) ha hN
    _ = _ := by ring
```

## From one pole to the group

Inserting the definition of $M_k$ and exchanging two finite sums gives

$$\sum_{k=0}^{p-1}\frac{M_k}{(x-ic)^{k+1}}=\sum_{j\in s}w_j\,E_p(x;y_j).$$

Expanding every pole separately and expanding the group through its moments are thus the same approximation.

```lean
/-- The multipole sum built from the collective moments equals the weighted sum of the
expansions of the individual poles. -/
theorem multipoleSum_eq {ι : Type*} (s : Finset ι) (w : ι → ℂ) (y : ι → ℝ) (c : ℝ) (p : ℕ)
    (x : ℝ) : multipoleSum s w y c p x = ∑ j ∈ s, w j * poleExpansion c (y j) p x := by
  simp only [multipoleSum, moment, poleExpansion, Finset.sum_div, Finset.mul_sum]
  rw [Finset.sum_comm]
  exact sum_congr rfl fun j _ => sum_congr rfl fun k _ => mul_div_assoc _ _ _
```

The error of the group is then $\sum_j w_j\,[1/(x-iy_j)-E_p(x;y_j)]$. The triangle inequality and the single-pole bound give

$$\left|P(x)-\sum_{k=0}^{p-1}\frac{M_k}{(x-ic)^{k+1}}\right|\le\frac{\sum_j|w_j|}{a}\left(\frac{b-a}{b+a}\right)^p .$$

The hypothesis `hy` says that all poles of the group lie in $[a,b]$. The right-hand side doesn't contain $x$, so the bound is uniform over the real axis.

```lean
/-- For weighted poles `i y j` with all `y j` in `[a, b]`, `a > 0`, the `p`-term multipole sum
about the midpoint has an error of at most `(∑ |w j|) / a * ((b - a) / (b + a)) ^ p` at every
real energy. -/
theorem multipole_error {ι : Type*} (s : Finset ι) (w : ι → ℂ) (y : ι → ℝ) {a b c : ℝ}
    (ha : 0 < a) (hc : c = (a + b) / 2) (hy : ∀ j ∈ s, a ≤ y j ∧ y j ≤ b) (p : ℕ) (x : ℝ) :
    ‖poleSum s w y x - multipoleSum s w y c p x‖
      ≤ (∑ j ∈ s, ‖w j‖) / a * ((b - a) / (b + a)) ^ p := by
  rw [multipoleSum_eq, poleSum, ← Finset.sum_sub_distrib, Finset.sum_div, Finset.sum_mul]
  refine norm_sum_le_of_le _ fun j hj => ?_
  have h := single_pole_error ha hc (hy j hj).1 (hy j hj).2 p x
  calc _ = ‖w j‖ * ‖1 / ((x : ℂ) - I * (y j : ℂ)) - poleExpansion c (y j) p x‖ := by
        rw [← norm_mul]
        congr 1
        ring
    _ ≤ ‖w j‖ * (1 / a * ((b - a) / (b + a)) ^ p) :=
        mul_le_mul_of_nonneg_left h (norm_nonneg _)
    _ = _ := by ring
```

## An interval with end points in the ratio two

Take $a=m$, $b=2m$ and $w_j=1$. Then $c=3m/2$, the ratio $(b-a)/(b+a)$ is $1/3$, and the sum of the weights is the number of poles $n$, which Lean writes as `s.card`. The bound becomes

$$\frac{n}{m\,3^p}.$$

Each further term reduces it by a factor of three, whatever the scale $m$.

The restriction to $[m,2m]$ matters. Put one pole at $4m$, keep the centre at $3im/2$ and set $x=0$. Then $v/u=-5/3$, and the error is $(5/3)^p/(4m)$, which grows with every added term.

```lean
/-- For `n` poles `i y j` of unit weight with all `y j` in `[m, 2m]`, `m > 0`, the `p`-term
multipole sum about `3 i m / 2` differs from the pole sum by at most `n / (m 3^p)` at every real
energy. -/
theorem dyadic_error {ι : Type*} (s : Finset ι) (y : ι → ℝ) {m : ℝ} (hm : 0 < m)
    (hy : ∀ j ∈ s, m ≤ y j ∧ y j ≤ 2 * m) (p : ℕ) (x : ℝ) :
    ‖poleSum s (fun _ => 1) y x - multipoleSum s (fun _ => 1) y (3 * m / 2) p x‖
      ≤ (s.card : ℝ) / (m * 3 ^ p) := by
  have h := multipole_error s (fun _ => 1) y (c := 3 * m / 2) hm (by ring) hy p x
  have hr : (2 * m - m) / (2 * m + m) = 1 / 3 := by
    rw [div_eq_div_iff (by positivity) (by norm_num)]
    ring
  rw [hr] at h
  refine h.trans_eq ?_
  simp only [norm_one, sum_const, nsmul_eq_mul, mul_one, one_div, inv_pow]
  rw [← div_eq_mul_inv, div_div]
```

The bound is also attained. Put all $n$ poles at $im$ and take $x=0$. Then $u=-3im/2$ and $v=-im/2$, so $v/u=1/3$ and $u-v=-im$. Each pole contributes the same remainder, and the total has modulus exactly $n/(m\,3^p)$. No smaller bound can therefore hold for all positions in $[m,2m]$ and all real $x$.

In the proof, `hq` is the value $1/3$ of the ratio, and `hd` writes the total error as $n$ times that of one pole.

```lean
/-- For `n` poles of unit weight that all sit at `i m`, `m > 0`, the `p`-term multipole sum about
`3 i m / 2` has an error of exactly `n / (m 3^p)` at `x = 0`. -/
theorem dyadic_error_sharp {ι : Type*} (s : Finset ι) {m : ℝ} (hm : 0 < m) (p : ℕ) :
    ‖poleSum s (fun _ => 1) (fun _ => m) 0
        - multipoleSum s (fun _ => 1) (fun _ => m) (3 * m / 2) p 0‖
      = (s.card : ℝ) / (m * 3 ^ p) := by
  have hm' : (m : ℂ) ≠ 0 := Complex.ofReal_ne_zero.2 hm.ne'
  have hv : I * ((m : ℂ) - ((3 * m / 2 : ℝ) : ℂ)) ≠ 0 := by
    have h : I * ((m : ℂ) - ((3 * m / 2 : ℝ) : ℂ)) = -(I * m) / 2 := by
      push_cast
      ring
    rw [h]
    exact div_ne_zero (neg_ne_zero.2 (mul_ne_zero Complex.I_ne_zero hm')) two_ne_zero
  have h1 : ((0 : ℝ) : ℂ) - I * ((3 * m / 2 : ℝ) : ℂ)
      = 3 * (I * ((m : ℂ) - ((3 * m / 2 : ℝ) : ℂ))) := by
    push_cast
    ring
  have h2 : (((0 : ℝ) : ℂ) - I * ((3 * m / 2 : ℝ) : ℂ)) - I * ((m : ℂ) - ((3 * m / 2 : ℝ) : ℂ))
      = ((0 : ℝ) : ℂ) - I * (m : ℂ) := by ring
  have h3 : ((0 : ℝ) : ℂ) - I * (m : ℂ) ≠ 0 :=
    norm_pos_iff.1 (hm.trans_le (le_norm_sub_pole 0 m))
  -- here the expansion parameter is exactly 1/3
  have hq : I * ((m : ℂ) - ((3 * m / 2 : ℝ) : ℂ))
      / (((0 : ℝ) : ℂ) - I * ((3 * m / 2 : ℝ) : ℂ)) = 1 / 3 := by
    rw [h1, div_eq_div_iff (mul_ne_zero three_ne_zero hv) three_ne_zero]
    ring
  have key := pole_remainder _ _ (h1 ▸ mul_ne_zero three_ne_zero hv) (h2 ▸ h3) p
  rw [h2, hq] at key
  have hd : poleSum s (fun _ => 1) (fun _ => m) 0
      - multipoleSum s (fun _ => 1) (fun _ => m) (3 * m / 2) p 0
      = (s.card : ℂ) * (1 / (((0 : ℝ) : ℂ) - I * (m : ℂ)) - poleExpansion (3 * m / 2) m p 0) := by
    rw [multipoleSum_eq]
    simp only [poleSum, sum_const, nsmul_eq_mul, one_mul]
    ring
  have h13 : ‖(1 / 3 : ℂ)‖ = 1 / 3 := by norm_num
  rw [hd, poleExpansion, key, norm_mul, Complex.norm_natCast, norm_div, norm_pow, h13,
    Complex.ofReal_zero, zero_sub, norm_neg, norm_mul, Complex.norm_I, one_mul,
    Complex.norm_real, Real.norm_of_nonneg hm.le, one_div_pow]
  ring
```

## The first 2^L − 1 Matsubara poles in L groups

With $x=(\varepsilon-\mu)/k_BT$, where $\varepsilon$ is the energy of a level and $\mu$ the chemical potential, the Fermi function is

$$\frac1{1+e^x}=\frac12-2\sum_{l=1}^{\infty}\mathrm{Re}\,\frac{1}{x-i(2l-1)\pi}.$$

The real part is taken term by term, because the imaginary parts add up to a divergent series. In a finite sum it can be taken at the end. Cut the sum off after $l=2^L-1$, and let group $g=0,\dots,L-1$ contain the labels $2^g\le l\le2^{g+1}-1$. Its lowest frequency is $m_g=(2^{g+1}-1)\pi$. Its highest is $(2^{g+2}-3)\pi$, which is below $2m_g=(2^{g+2}-2)\pi$. The group holds $2^g$ poles, so its error is at most

$$\frac{2^g}{(2^{g+1}-1)\,\pi\,3^p}\le\frac1{\pi\,3^p},$$

because $2^g\le2^{g+1}-1$. Adding the $L$ groups gives $L/(\pi\,3^p)$.

In Lean, `Ico` is an interval without its upper end, `hsplit` cuts the pole sum into the groups, and `hblock` checks that each group fits into $[m_g,2m_g]$. The theorem compares the finite pole sum with its multipole form. The poles beyond $l=2^L-1$ are a separate source of error. Their contribution to the Fermi function is of order $|x|/2^L$ once $2^L$ is large compared with $|x|$, so a calculation can either take $L$ large enough or approximate this tail separately.

```lean
/-- The sum over the first `2^L - 1` Matsubara poles on the positive imaginary axis, each with unit
weight, is reproduced by `L` multipole sums of `p` terms each, one per dyadic block of poles, with
an error of at most `L / (π 3^p)` at every real energy. -/
theorem matsubara_error (L p : ℕ) (x : ℝ) :
    ‖poleSum (Ico 1 (2 ^ L)) (fun _ => 1) matsubara x
        - ∑ g ∈ range L, multipoleSum (Ico (2 ^ g) (2 ^ (g + 1))) (fun _ => 1) matsubara
            (3 * matsubara (2 ^ g) / 2) p x‖
      ≤ (L : ℝ) / (Real.pi * 3 ^ p) := by
  -- split the poles into dyadic blocks
  have hsplit : poleSum (Ico 1 (2 ^ L)) (fun _ => 1) matsubara x
      = ∑ g ∈ range L, poleSum (Ico (2 ^ g) (2 ^ (g + 1))) (fun _ => 1) matsubara x := by
    induction L with
    | zero => simp [poleSum]
    | succ L ih =>
      rw [sum_range_succ, ← ih]
      exact (Finset.sum_Ico_consecutive _ Nat.one_le_two_pow
        (Nat.pow_le_pow_right (by norm_num) (Nat.le_succ L))).symm
  rw [hsplit, ← Finset.sum_sub_distrib]
  have hsum : (L : ℝ) / (Real.pi * 3 ^ p) = ∑ _g ∈ range L, 1 / (Real.pi * 3 ^ p) := by
    rw [sum_const, card_range, nsmul_eq_mul, mul_one_div]
  rw [hsum]
  refine norm_sum_le_of_le _ fun g _ => ?_
  have hpi := Real.pi_pos
  have hg : (1 : ℝ) ≤ 2 ^ g := one_le_pow₀ (by norm_num)
  have hmat : matsubara (2 ^ g) = (2 * 2 ^ g - 1) * Real.pi := by
    simp [matsubara]
  have hm : 0 < matsubara (2 ^ g) := by
    rw [hmat]
    exact mul_pos (by linarith) hpi
  -- each block fits into an interval [m, 2m]
  have hblock : ∀ l ∈ Ico (2 ^ g) (2 ^ (g + 1)),
      matsubara (2 ^ g) ≤ matsubara l ∧ matsubara l ≤ 2 * matsubara (2 ^ g) := by
    intro l hl
    obtain ⟨hl1, hl2⟩ := Finset.mem_Ico.1 hl
    have h1 : (2 : ℝ) ^ g ≤ l := by exact_mod_cast hl1
    have h2 : (l : ℝ) + 1 ≤ 2 * 2 ^ g := by
      have h : l + 1 ≤ 2 * 2 ^ g := by
        rw [pow_succ] at hl2
        omega
      exact_mod_cast h
    rw [hmat, matsubara, ← mul_assoc]
    exact ⟨mul_le_mul_of_nonneg_right (by linarith) hpi.le,
      mul_le_mul_of_nonneg_right (by linarith) hpi.le⟩
  refine (dyadic_error _ matsubara hm hblock p x).trans ?_
  have hcard : (Ico (2 ^ g) (2 ^ (g + 1))).card = 2 ^ g := by
    rw [Nat.card_Ico, pow_succ]
    omega
  rw [hcard, div_le_div_iff₀ (by positivity) (by positivity), hmat]
  push_cast
  have h3 : (0 : ℝ) ≤ Real.pi * 3 ^ p := by positivity
  nlinarith [mul_le_mul_of_nonneg_right (by linarith : (2 : ℝ) ^ g ≤ 2 * 2 ^ g - 1) h3]

end

end MultipolePoleExpansion
```

```lean
#print axioms MultipolePoleExpansion.multipole_error
#print axioms MultipolePoleExpansion.dyadic_error_sharp
#print axioms MultipolePoleExpansion.matsubara_error
```

```
'MultipolePoleExpansion.multipole_error' depends on axioms: [propext, Classical.choice, Quot.sound]
'MultipolePoleExpansion.dyadic_error_sharp' depends on axioms: [propext, Classical.choice, Quot.sound]
'MultipolePoleExpansion.matsubara_error' depends on axioms: [propext, Classical.choice, Quot.sound]
```

## The step in a density-matrix code

In a code, $x$ becomes the Hermitian matrix $X=(H-\mu)/k_BT$, with $H$ the one-electron Hamiltonian in an orthonormal basis. The moments depend only on the pole positions and are tabulated once. For each group the code forms one inverse $G=(X-ic)^{-1}$ and evaluates $\sum_k M_kG^{k+1}$ by Horner's scheme: start with $S=M_{p-1}G$, then replace $S$ by $(M_k+S)\,G$ for $k=p-2,\dots,0$. The real part in the Fermi function becomes the Hermitian part $(S+S^\dagger)/2$, which for a complex $H$ is not the real part of each entry. The theorems themselves treat a real number $x$; the spectral theorem carries their bounds over to $X$ in the spectral norm, because its eigenvalues are real.

For $L=10$ and $p=12$, ten inverses and 120 terms stand in for 1023 resolvents, and the bound on the pole sum is about $6\times10^{-6}$. The prefactor 2 in the Fermi function doubles it. The poles beyond $l=1023$ are not included in this figure. Leaving them out changes the Fermi function by about $5\times10^{-5}\,|x|$ for $|x|$ well below 1000, which is the larger error already at $|x|=1$. Groups with no more than $p$ poles gain little from the expansion: besides the inverse, Horner's scheme takes $p-1$ matrix products, and for dense matrices a product costs about as much as an inverse. Such groups can be summed pole by pole instead, without any multipole error.
